# On \(\mathbb C^n\), the map \(x\mapsto U\bar x\) is antiunitary exactly when \(U\) is unitary, and its square has matrix \(U\bar U\)

An antiunitary operator has no matrix in the usual sense, because it conjugates scalars, so it is modelled here as two operations in a fixed orthonormal basis: conjugate the components of the state, then multiply by a complex matrix \(U\). The file below shows which matrices make this map antiunitary, what its square is, and how \(U\) changes with the basis.

```lean
import Mathlib

open Matrix

namespace AntiunitaryMaps

variable {n : Type*} [Fintype n] [DecidableEq n]

/-- The inner product of two state vectors, conjugate-linear in the first one. -/
def braket (x y : n → ℂ) : ℂ := star x ⬝ᵥ y

/-- The map `T x = U conj(x)`: complex conjugation of the components followed by the
matrix `U`. -/
def antiMap (U : Matrix n n ℂ) (x : n → ℂ) : n → ℂ := U *ᵥ star x

omit [DecidableEq n] in
/-- Conjugating the vector `U x` conjugates both the matrix and the vector. -/
theorem star_mulVec_eq (U : Matrix n n ℂ) (x : n → ℂ) :
    star (U *ᵥ x) = U.map star *ᵥ star x := by
  ext i
  simp only [Pi.star_apply, Matrix.mulVec, dotProduct, star_sum, star_mul', Matrix.map_apply]

omit [DecidableEq n] in
/-- The map `T` is conjugate-linear: it conjugates the coefficients of a superposition. -/
theorem antiMap_superposition (U : Matrix n n ℂ) (a b : ℂ) (x y : n → ℂ) :
    antiMap U (a • x + b • y) = star a • antiMap U x + star b • antiMap U y := by
  simp only [antiMap, star_add, star_smul, Matrix.mulVec_add, Matrix.mulVec_smul]

omit [DecidableEq n] in
/-- The product of two maps of this kind is the linear map with matrix `U conj(W)`. -/
theorem antiMap_antiMap (U W : Matrix n n ℂ) (x : n → ℂ) :
    antiMap U (antiMap W x) = (U * W.map star) *ᵥ x := by
  unfold antiMap
  rw [star_mulVec_eq, star_star, Matrix.mulVec_mulVec]

omit [DecidableEq n] in
/-- The inner product of two transformed states, expressed through the matrix `U†U`. -/
theorem braket_antiMap (U : Matrix n n ℂ) (x y : n → ℂ) :
    braket (antiMap U x) (antiMap U y) = x ⬝ᵥ (Uᴴ * U) *ᵥ star y := by
  unfold braket antiMap
  rw [Matrix.star_mulVec, star_star, ← Matrix.dotProduct_mulVec, Matrix.mulVec_mulVec]

/-- The map `T x = U conj(x)` satisfies `⟨Tx, Ty⟩ = ⟨y, x⟩` for all states if and only if
`U` is unitary, and `T` applied twice is the linear map with matrix `U conj(U)`. -/
theorem antiunitary_iff_and_square (U : Matrix n n ℂ) :
    ((∀ x y, braket (antiMap U x) (antiMap U y) = braket y x) ↔
      U ∈ Matrix.unitaryGroup n ℂ) ∧
    ∀ x, antiMap U (antiMap U x) = (U * U.map star) *ᵥ x := by
  refine ⟨⟨fun h => ?_, fun hU x y => ?_⟩, antiMap_antiMap U U⟩
  · -- testing against basis vectors shows that `U†U` fixes every vector
    have h' : ∀ v, (Uᴴ * U) *ᵥ v = v := by
      intro v
      funext i
      have hi := h (Pi.single i 1) (star v)
      rw [braket_antiMap] at hi
      simpa [braket] using hi
    rw [Matrix.mem_unitaryGroup_iff', Matrix.star_eq_conjTranspose]
    apply Matrix.toLin'.injective
    refine LinearMap.ext fun v => ?_
    rw [Matrix.toLin'_apply, Matrix.toLin'_apply, h' v, Matrix.one_mulVec]
  · rw [braket_antiMap, ← Matrix.star_eq_conjTranspose,
      Matrix.mem_unitaryGroup_iff'.1 hU, Matrix.one_mulVec]
    exact dotProduct_comm _ _

/-- Every conjugate-linear map on `ℂⁿ` has the form `x ↦ U conj(x)` for exactly one
matrix `U`. -/
theorem existsUnique_matrix (T : (n → ℂ) →ₛₗ[starRingEnd ℂ] (n → ℂ)) :
    ∃! U : Matrix n n ℂ, ∀ x, T x = antiMap U x := by
  refine ⟨Matrix.of fun i j => T (Pi.single j 1) i, ?_, ?_⟩
  · -- expand the state in the standard basis
    intro x
    have hx : x = ∑ j, x j • (Pi.single j 1 : n → ℂ) := by
      ext i
      simp [Finset.sum_apply, Pi.single_apply]
    conv_lhs => rw [hx, map_sum]
    ext i
    simp only [map_smulₛₗ, Finset.sum_apply, Pi.smul_apply, smul_eq_mul, antiMap,
      Matrix.mulVec, dotProduct, Matrix.of_apply, Pi.star_apply]
    exact Finset.sum_congr rfl fun j _ => mul_comm _ _
  · -- the columns of the matrix are the images of the real basis vectors
    intro W hW
    ext i j
    have hs : star (Pi.single j 1 : n → ℂ) = Pi.single j 1 := by
      ext k
      by_cases h : k = j <;> simp [h]
    have hij := congrFun (hW (Pi.single j 1)) i
    rw [antiMap, hs, Matrix.mulVec_single_one] at hij
    exact hij.symm

/-- For a unitary matrix the transpose is the inverse of the complex conjugate. -/
theorem transpose_mul_conj {U : Matrix n n ℂ} (hU : U ∈ Matrix.unitaryGroup n ℂ) :
    Uᵀ * U.map star = 1 := by
  have h := congrArg Matrix.transpose (Matrix.mem_unitaryGroup_iff'.1 hU)
  rw [Matrix.star_eq_conjTranspose, Matrix.transpose_mul, Matrix.transpose_one] at h
  exact h

/-- Under a unitary change of basis `x ↦ V x`, the matrix `U` of the map `T` becomes
`V U Vᵀ`. -/
theorem antiMap_change_basis (U : Matrix n n ℂ) {V : Matrix n n ℂ}
    (hV : V ∈ Matrix.unitaryGroup n ℂ) (x : n → ℂ) :
    antiMap (V * U * Vᵀ) (V *ᵥ x) = V *ᵥ antiMap U x := by
  unfold antiMap
  rw [star_mulVec_eq, Matrix.mulVec_mulVec, Matrix.mulVec_mulVec, mul_assoc,
    transpose_mul_conj hV, mul_one]

/-- For unitary `U`, the map `T` squares to the number `c` if and only if `U = c Uᵀ`. -/
theorem square_eq_smul_iff {U : Matrix n n ℂ} (hU : U ∈ Matrix.unitaryGroup n ℂ) (c : ℂ) :
    (∀ x, antiMap U (antiMap U x) = c • x) ↔ U = c • Uᵀ := by
  have k1 := transpose_mul_conj hU
  have k2 : U.map star * Uᵀ = 1 := mul_eq_one_comm.1 k1
  constructor
  · intro h
    have e : U * U.map star = c • (1 : Matrix n n ℂ) := by
      apply Matrix.toLin'.injective
      refine LinearMap.ext fun x => ?_
      rw [Matrix.toLin'_apply, Matrix.toLin'_apply, ← antiMap_antiMap, h x,
        Matrix.smul_mulVec, Matrix.one_mulVec]
    -- multiply `U conj(U) = c` by the transpose from the right
    calc U = U * U.map star * Uᵀ := by rw [mul_assoc, k2, mul_one]
      _ = c • Uᵀ := by rw [e, smul_mul_assoc, one_mul]
  · intro h x
    have e : U * U.map star = c • (1 : Matrix n n ℂ) := by
      calc U * U.map star = (c • Uᵀ) * U.map star := by rw [← h]
        _ = c • (1 : Matrix n n ℂ) := by rw [smul_mul_assoc, k1]
    rw [antiMap_antiMap, e, Matrix.smul_mulVec, Matrix.one_mulVec]

/-- The matrix `iσ_y` acting on the two components of a spinor. -/
def spinMatrix : Matrix (Fin 2) (Fin 2) ℂ := !![0, 1; -1, 0]

/-- The matrix `iσ_y` is unitary, and the map `x ↦ iσ_y conj(x)` squares to `-1`. -/
theorem spinMatrix_witness :
    spinMatrix ∈ Matrix.unitaryGroup (Fin 2) ℂ ∧
    ∀ x, antiMap spinMatrix (antiMap spinMatrix x) = -x := by
  constructor
  · rw [Matrix.mem_unitaryGroup_iff', Matrix.star_eq_conjTranspose]
    ext i j
    fin_cases i <;> fin_cases j <;>
      simp [spinMatrix, Matrix.mul_apply, Fin.sum_univ_succ]
  · intro x
    ext i
    fin_cases i <;>
      simp [antiMap, spinMatrix, Matrix.mulVec, dotProduct, Fin.sum_univ_succ]

end AntiunitaryMaps
```

```lean
#print axioms AntiunitaryMaps.antiunitary_iff_and_square
-- 'AntiunitaryMaps.antiunitary_iff_and_square' depends on axioms: [propext, Classical.choice, Quot.sound]
#print axioms AntiunitaryMaps.existsUnique_matrix
-- 'AntiunitaryMaps.existsUnique_matrix' depends on axioms: [propext, Classical.choice, Quot.sound]
#print axioms AntiunitaryMaps.antiMap_change_basis
-- 'AntiunitaryMaps.antiMap_change_basis' depends on axioms: [propext, Classical.choice, Quot.sound]
#print axioms AntiunitaryMaps.square_eq_smul_iff
-- 'AntiunitaryMaps.square_eq_smul_iff' depends on axioms: [propext, Classical.choice, Quot.sound]
```

## States as arrays of amplitudes, and two meanings of `star`

A state is a function `x : n → ℂ`, where `n` is a finite index type: one complex amplitude \(x_i\) for each basis state \(i\). The states need not be normalised. Write \(\bar x\) for the vector with components \(\overline{x_i}\), and \(\bar U\) for the matrix with entries \(\overline{U_{ij}}\). The inner product `braket x y` is

\[
\langle x,y\rangle=\sum_i \overline{x_i}\,y_i ,
\]

conjugate-linear in the first argument, as in Dirac notation. The map \(T\) is `antiMap U`, that is \(Tx=U\bar x\).

On vectors, `star` conjugates each component. On square matrices it is the conjugate transpose \(U^\dagger\), also written `Uᴴ`. The entrywise conjugate \(\bar U\), with no transposition, therefore appears as `U.map star`.

The main theorem, `antiunitary_iff_and_square`, has two parts. The first says that

\[
\langle Tx,Ty\rangle=\langle y,x\rangle\quad\text{for all }x,y
\]

holds if and only if \(U\) is in `Matrix.unitaryGroup n ℂ`. The second says that \(T(Tx)=U\bar U x\) for every \(x\), and this needs no assumption on \(U\).

The bracket condition is what makes a conjugate-linear map antiunitary. It preserves norms and the magnitudes of all overlaps, hence transition probabilities, while it replaces each overlap by its complex conjugate. Time reversal acts on quantum states in this way.

The conjugate-linear form of \(T\) is put in from the start. That every symmetry preserving transition probabilities can be represented, after a suitable choice of the phases of the state vectors, by a unitary or an antiunitary operator is a separate matter, which the file does not address. The state space is finite-dimensional throughout, and none of the theorems involves a Hamiltonian.

## From the overlap \(\langle Tx,Ty\rangle\) to \(U^\dagger U\)

Conjugate-linearity comes first. For complex numbers \(a,b\),

\[
T(ax+by)=U(\bar a\,\bar x+\bar b\,\bar y)=\bar a\,Tx+\bar b\,Ty ,
\]

which is `antiMap_superposition`.

For the overlap, insert the definition of \(T\) in both places:

\[
\langle Tx,Ty\rangle
=\sum_i\overline{\Big(\sum_j U_{ij}\overline{x_j}\Big)}\sum_k U_{ik}\overline{y_k}
=\sum_{j,k}x_j\Big(\sum_i\overline{U_{ij}}U_{ik}\Big)\overline{y_k}
=\sum_{j,k}x_j\,(U^\dagger U)_{jk}\,\overline{y_k}.
\]

The outer conjugation undoes the one inside \(T\), so \(x\) appears unconjugated. The lemma `braket_antiMap` states this identity. Its proof moves the conjugate transpose of \(U\) across the dot product and combines the two matrix products into one.

If \(U\) is unitary, then \(U^\dagger U=1\) and the sum reduces to \(\sum_j x_j\overline{y_j}=\langle y,x\rangle\). This is the second branch of the main proof, which ends with `dotProduct_comm` because the two factors stand in the opposite order.

For the other direction, assume the bracket condition. Let \(e_i\) be the basis vector with a one in position \(i\), and let \(v\) be any vector. Choose \(x=e_i\) and \(y=\bar v\), so that \(\bar y=v\). The left side becomes \((U^\dagger U v)_i\), and the right side is \(\langle\bar v,e_i\rangle=v_i\). Since \(i\) is arbitrary, \(U^\dagger U v=v\), and since \(v\) is arbitrary, \(U^\dagger U=1\). For a square matrix this one-sided relation already implies \(UU^\dagger=1\), so \(U\) is unitary.

The Lean proof makes the same choice in the line `h (Pi.single i 1) (star v)`. The result is stored as `h'`, which says that \(U^\dagger U\) fixes every vector. The injectivity of `Matrix.toLin'` then turns equality of the two actions into equality of the matrices.

## Why the square contains \(\bar U\)

Let \(W\) be a second matrix. Applying first \(x\mapsto W\bar x\) and then \(x\mapsto U\bar x\) gives

\[
U\,\overline{W\bar x}=U\bar W x .
\]

The second conjugation restores \(x\) but leaves its mark on \(W\). Two conjugate-linear maps thus compose to a linear one, with matrix \(U\bar W\). In the file this is `antiMap_antiMap`, and it rests on `star_mulVec_eq`, the rule \(\overline{Ux}=\bar U\bar x\). The second part of the main theorem is the case \(W=U\).

## Every conjugate-linear map has exactly one such matrix

The form \(U\bar x\) might look like a special class of maps. The theorem `existsUnique_matrix` shows that it is not. It takes any conjugate-linear map \(T\) on \(\mathbb C^n\), written with the type `(n → ℂ) →ₛₗ[starRingEnd ℂ] (n → ℂ)`, and gives exactly one matrix \(U\) with \(Tx=U\bar x\) for all \(x\).

To find it, expand \(x=\sum_j x_j e_j\). Conjugate-linearity gives

\[
(Tx)_i=\sum_j\overline{x_j}\,(Te_j)_i ,
\]

so \(U_{ij}=(Te_j)_i\) works: the columns of \(U\) are the images of the basis vectors, as for a linear operator. If another matrix \(W\) also represents \(T\), apply it to \(e_j\). Because \(e_j\) is real, \(Te_j=W\overline{e_j}=We_j\), which is column \(j\) of \(W\). Hence \(W=U\). The two bullets of the Lean proof are these two arguments, and `hs` records that the basis vectors are real.

## A transpose in the change of basis

Let \(V\) be unitary, and let \(x'=Vx\) be the components of the same state in a new orthonormal basis. The matrix \(U'\) of \(T\) in the new basis must satisfy \(U'\,\overline{Vx}=V\,U\bar x\) for all \(x\), and so \(U'\bar V=VU\). Transposing \(V^\dagger V=1\) gives

\[
V^{T}\bar V=1 ,
\]

which is the lemma `transpose_mul_conj`. The inverse of \(\bar V\) is therefore \(V^T\), and

\[
U'=V U V^{T}.
\]

The theorem `antiMap_change_basis` verifies that this matrix acts correctly: transforming the state and then applying the new map gives the same vector as applying the old map and then transforming. A linear operator with matrix \(A\) would instead become \(VAV^\dagger\). The two rules agree when \(V\) is real and differ in general.

## The sign of \(T^2\) as a symmetry of \(U\)

For unitary \(U\), `square_eq_smul_iff` says that \(T^2x=cx\) for all \(x\) if and only if \(U=cU^T\). With \(c=1\) the matrix is symmetric, and with \(c=-1\) it is antisymmetric.

Suppose first that \(T^2=c\), so that \(U\bar U=c\,1\). Unitarity gives \(\bar U U^T=1\), and multiplying from the right by \(U^T\) yields

\[
U=U\bar U U^T=cU^T .
\]

Conversely, if \(U=cU^T\), then \(U\bar U=cU^T\bar U=c\,1\). The two `calc` blocks in the Lean proof are these two lines. The facts `k1` and `k2` are \(U^T\bar U=1\) and \(\bar U U^T=1\), the second obtained from the first because the matrices are square.

For a finite-dimensional model of an electron with spin, the case \(c=-1\) is the one behind Kramers degeneracy. The bracket condition, applied to \(Tx\) and \(x\), gives \(\langle T^2x,Tx\rangle=\langle x,Tx\rangle\). With \(T^2=-1\) the left side is \(-\langle x,Tx\rangle\), so \(x\) and \(Tx\) are orthogonal. A degeneracy follows once a Hamiltonian that commutes with \(T\) is added to the model.

## Spin 1/2: two applications give a minus sign

The matrix `spinMatrix` is

\[
i\sigma_y=\begin{pmatrix}0&1\\-1&0\end{pmatrix},
\qquad
T\begin{pmatrix}a\\b\end{pmatrix}=\begin{pmatrix}\bar b\\-\bar a\end{pmatrix}.
\]

Spin up, \((1,0)\), goes to \((0,-1)\), which is spin down with a sign. Applying \(T\) again to the general spinor gives

\[
T\begin{pmatrix}\bar b\\-\bar a\end{pmatrix}=\begin{pmatrix}-a\\-b\end{pmatrix}.
\]

The theorem `spinMatrix_witness` states that this matrix is unitary and that its map squares to \(-1\). Lean checks the four entries of \(U^\dagger U\) and the two components of \(T^2x\) one at a time. The example agrees with the symmetry criterion, since \(i\sigma_y\) is antisymmetric.

## Applying and testing \(T\) in a program

In NumPy, with `x` a one-dimensional array of amplitudes in an orthonormal basis, \(Tx\) is `U @ x.conj()`. The antiunitarity test is whether `U.conj().T @ U` equals the identity to within rounding, and the square is `U @ U.conj()`.

Writing `U @ U` for the square can give the wrong sign. Take \(U=\sigma_y\), which differs from \(i\sigma_y\) only by a phase. Then \(UU=1\), but \(\bar\sigma_y=-\sigma_y\), so \(U\bar U=-1\), which is the correct value of \(T^2\). With the real matrix \(i\sigma_y\) the two expressions agree, and a test on that matrix alone would not reveal the error.

The basis rule is needed when \(T\) is expressed in a set of computed orbitals. Let the columns of a unitary matrix \(C\) be the orbitals, so that the new components are \(x'=C^\dagger x\) and \(V=C^\dagger\). The transformed matrix is

\[
U'=C^\dagger U\,\bar C ,
\]

or `C.conj().T @ U @ C.conj()`. The last factor is conjugated, whereas the matrix of a linear operator would end in `C`.

Whether a Hamiltonian matrix \(H\) commutes with \(T\) is tested in the same style. Comparing \(HU\bar x\) with \(U\,\overline{Hx}=U\bar H\bar x\) for all \(x\) gives the condition \(HU=U\bar H\), so the program compares `H @ U` with `U @ H.conj()`.

With non-orthogonal atomic orbitals the inner product contains an overlap matrix \(S\), namely \(\langle x,y\rangle=x^\dagger S y\). The same expansion of \(\langle Tx,Ty\rangle\) then leads to \(U^\dagger S U=\bar S\) in place of \(U^\dagger U=1\), and the unitarity test should be run only after the basis has been orthonormalised.
